# Bound, square sum and minimal support of the discrete Wigner function in odd dimension

Take a particle on a ring of three sites $x = 0, 1, 2$, counted modulo 3, with amplitudes $\psi(x)$. The reflection $x \mapsto -x$ fixes site 0 and swaps sites 1 and 2. As a matrix $P$ it is Hermitian with $P^2 = 1$, so $\langle\psi|P|\psi\rangle$ lies in $[-1, 1]$ for a unit vector. The Wigner function at position 0 and momentum 0 is this expectation value divided by 3. The vector $|0\rangle$ gives $+1/3$ and $\psi_- = (|1\rangle - |2\rangle)/\sqrt2$ gives $-1/3$. A general point $(q,p)$ of the $3 \times 3$ phase space carries the reflection about site $q$, dressed with phases that depend on $p$ and are trivial for $p = 0$, and the values on the whole grid (rows $q$ for position, columns $p$ for momentum) are
$$W_{|0\rangle} = \frac13\begin{pmatrix}1&1&1\\0&0&0\\0&0&0\end{pmatrix},\qquad W_{\psi_-} = \frac16\begin{pmatrix}-2&1&1\\1&1&1\\1&1&1\end{pmatrix}.$$
The squares add up to $3/9 = 1/3$ and to $(4 + 8)/36 = 1/3$. Since no square exceeds $1/9$, at least three points are needed to reach $1/3$, and $|0\rangle$ uses exactly three.

## The model

The dimension is a natural number $d \ge 1$, which is what `NeZero d` says. Positions $x, y, q$ and momenta $p$ are residues $0, \dots, d-1$ in `ZMod d`, a state is a function `ψ : ZMod d → ℂ`, and `star ψ ⬝ᵥ φ` is the inner product $\langle\psi|\varphi\rangle = \sum_x \overline{\psi(x)}\,\varphi(x)$. The phase factor is $\chi(a) = e^{2\pi i a/d}$, with $\chi(a+b) = \chi(a)\chi(b)$.

In Lean 4 with Mathlib:

```lean
import Mathlib

open Matrix Finset
open scoped ComplexOrder

namespace DiscreteWigner

noncomputable section

variable {d : ℕ} [NeZero d]

/-- The phase factor `a ↦ exp(2πi a/d)` on residues modulo `d`. -/
def chi (d : ℕ) [NeZero d] : AddChar (ZMod d) ℂ := ZMod.stdAddChar
```

The phase-point operator has entries $A(q,p)_{xy} = \chi(p(x-y))$ if $x + y = 2q$ and $0$ otherwise, so it reflects about $q$. The Wigner function is $W(q,p) = \operatorname{Re}\langle\psi|A(q,p)|\psi\rangle/d$.

```lean
/-- The phase-point operator `A(q,p)`: its entry `(x,y)` is `exp(2πi p(x-y)/d)` when
`x + y = 2q` modulo `d`, and zero otherwise. -/
def phasePoint (q p : ZMod d) : Matrix (ZMod d) (ZMod d) ℂ :=
  Matrix.of fun x y => if x + y = 2 * q then chi d (p * (x - y)) else 0

/-- The expectation value `⟨ψ|A(q,p)|ψ⟩`. -/
def expect (ψ : ZMod d → ℂ) (q p : ZMod d) : ℂ := star ψ ⬝ᵥ phasePoint q p *ᵥ ψ

/-- The discrete Wigner function `W(q,p) = Re ⟨ψ|A(q,p)|ψ⟩ / d`. -/
def wigner (ψ : ZMod d → ℂ) (q p : ZMod d) : ℝ := (expect ψ q p).re / d
```

The support is the set of points $z = (q,p)$, written `z.1` and `z.2`, with $W \ne 0$; negative values count. The position basis vector $|k\rangle$ has amplitude 1 at site $k$.

```lean
/-- The set of phase-space points at which `W` is nonzero. -/
def support (ψ : ZMod d → ℂ) : Finset (ZMod d × ZMod d) :=
  univ.filter fun z => wigner ψ z.1 z.2 ≠ 0

/-- The position basis vector `|k⟩`. -/
def basisVec (k : ZMod d) : ZMod d → ℂ := fun x => if x = k then 1 else 0
```

The states are pure states of one $d$-level system. Mixed states, tensor products of several systems and the continuum limit are not treated.

## Halving a residue

If $d = 2k+1$, then $2(k+1) = d + 1 \equiv 1$, so $t = k+1$ inverts 2 modulo $d$. Oddness enters the later proofs only through this $t$.

```lean
omit [NeZero d] in
/-- For odd `d` the residue `2` has an inverse modulo `d`. -/
theorem exists_half (hd : Odd d) : ∃ t : ZMod d, 2 * t = 1 := by
  obtain ⟨k, hk⟩ := hd
  have h0 : ((2 * k + 1 : ℕ) : ZMod d) = 0 := by
    rw [← hk]; exact ZMod.natCast_self d
  push_cast at h0
  exact ⟨k + 1, by linear_combination h0⟩
```

## The operators are Hermitian involutions

The next five results hold for every $d \ge 1$, odd or even. The condition $x + y = 2q$ is symmetric in $x$ and $y$, and $\overline{\chi(a)} = \chi(-a)$, so $\overline{A_{yx}} = \chi(-p(y-x)) = A_{xy}$. The proof splits on whether $x + y = 2q$ and uses `hc` for the conjugation.

```lean
/-- Each phase-point operator is Hermitian. -/
theorem phasePoint_isHermitian (q p : ZMod d) : (phasePoint q p).IsHermitian := by
  have hc : ∀ a : ZMod d, chi d (-a) = starRingEnd ℂ (chi d a) := by
    intro a
    exact AddChar.map_neg_eq_conj _ _
  ext x y
  simp only [conjTranspose_apply, phasePoint, of_apply]
  by_cases h : x + y = 2 * q
  · have h' : y + x = 2 * q := by rw [add_comm, h]
    have e : p * (x - y) = -(p * (y - x)) := by ring
    rw [if_pos h, if_pos h', e, hc]
    rfl
  · have h' : ¬ y + x = 2 * q := by rwa [add_comm]
    rw [if_neg h, if_neg h', star_zero]
```

In $(A^2)_{xz} = \sum_y A_{xy}A_{yz}$ the first factor leaves only $y = 2q - x$, which is the step `Finset.sum_eq_single`. The second factor then needs $2q - x + z = 2q$, that is $z = x$, and the phases cancel:
$$\chi\big(p(2x-2q)\big)\,\chi\big(p(2q-2x)\big) = \chi(0) = 1 .$$

```lean
/-- Each phase-point operator squares to the identity. -/
theorem phasePoint_mul_self (q p : ZMod d) : phasePoint q p * phasePoint q p = 1 := by
  ext x z
  -- only the reflected point `y = 2q - x` contributes
  rw [mul_apply, Finset.sum_eq_single (2 * q - x)]
  · simp only [phasePoint, of_apply, one_apply]
    have h1 : x + (2 * q - x) = 2 * q := by ring
    rw [if_pos h1]
    by_cases h : x = z
    · have h2 : 2 * q - x + z = 2 * q := by rw [h]; ring
      have h3 : p * (x - (2 * q - x)) + p * (2 * q - x - z) = 0 := by rw [h]; ring
      rw [if_pos h2, if_pos h, ← AddChar.map_add_eq_mul, h3, AddChar.map_zero_eq_one]
    · have h2 : ¬ 2 * q - x + z = 2 * q := fun e => h (by linear_combination -e)
      rw [if_neg h2, if_neg h, mul_zero]
  · intro y _ hy
    have h : ¬ x + y = 2 * q := fun h => hy (by linear_combination h)
    simp only [phasePoint, of_apply]
    rw [if_neg h, zero_mul]
  · simp
```

The same collapse of the sum over $y$ gives $(A\psi)(x) = \chi(2p(x-q))\,\psi(2q-x)$ and hence
$$\langle\psi|A(q,p)|\psi\rangle = \sum_x \overline{\psi(x)}\;\chi\big(2p(x-q)\big)\,\psi(2q-x).$$
The code keeps the argument in the form `p * (x - (2 * q - x))`. For $\psi_-$ at $d = 3$, $q = 0$, with $\omega = e^{2\pi i/3}$, the terms $x = 1, 2$ give $-(\omega^{2p} + \omega^{p})/2$, which is $-1$ for $p = 0$ and $1/2$ otherwise. For $q = 1$ and $q = 2$ only $x = q$ survives and gives $1/2$. Dividing by 3 reproduces the table above.

```lean
/-- `⟨ψ|A(q,p)|ψ⟩` as a single sum pairing each position `x` with its reflection `2q - x`. -/
theorem expect_eq (ψ : ZMod d → ℂ) (q p : ZMod d) : expect ψ q p =
    ∑ x, star (ψ x) * (chi d (p * (x - (2 * q - x))) * ψ (2 * q - x)) := by
  have h : ∀ x, (phasePoint q p *ᵥ ψ) x = chi d (p * (x - (2 * q - x))) * ψ (2 * q - x) := by
    intro x
    show ∑ y, phasePoint q p x y * ψ y = _
    rw [Finset.sum_eq_single (2 * q - x)]
    · have h1 : x + (2 * q - x) = 2 * q := by ring
      simp only [phasePoint, of_apply]
      rw [if_pos h1]
    · intro y _ hy
      have h : ¬ x + y = 2 * q := fun h => hy (by linear_combination h)
      simp only [phasePoint, of_apply]
      rw [if_neg h, zero_mul]
    · simp
  show ∑ x, star (ψ x) * (phasePoint q p *ᵥ ψ) x = _
  simp only [h]
```

Hermiticity gives $\langle A\psi|\psi\rangle = \langle\psi|A\psi\rangle$ (`h1`), and the left side is the complex conjugate of the right. The expectation value is therefore real for any $\psi$, and the real part in the definition of $W$ discards nothing.

```lean
/-- The real number `W(q,p)` equals the full expectation value `⟨ψ|A(q,p)|ψ⟩ / d`. -/
theorem wigner_ofReal (ψ : ZMod d → ℂ) (q p : ZMod d) :
    (wigner ψ q p : ℂ) = expect ψ q p / d := by
  have h1 : star (phasePoint q p *ᵥ ψ) ⬝ᵥ ψ = star ψ ⬝ᵥ phasePoint q p *ᵥ ψ := by
    rw [star_mulVec, (phasePoint_isHermitian q p).eq, ← dotProduct_mulVec]
  have h : star ψ ⬝ᵥ phasePoint q p *ᵥ ψ = star (star (phasePoint q p *ᵥ ψ) ⬝ᵥ ψ) :=
    Matrix.star_dotProduct _ _
  rw [h1] at h
  have h2 : ((expect ψ q p).re : ℂ) = expect ψ q p := Complex.conj_eq_iff_re.mp h.symm
  unfold wigner
  push_cast
  rw [h2]
```

## The pointwise bound

For a unit vector, $A^\dagger = A$ and $A^2 = 1$ give
$$0 \le \|(1 \pm A)\psi\|^2 = \langle\psi|\psi\rangle \pm 2\langle\psi|A|\psi\rangle + \langle\psi|A^2|\psi\rangle = 2 \pm 2\langle\psi|A|\psi\rangle ,$$
so $|\langle\psi|A|\psi\rangle| \le 1$ and $|W(q,p)| \le 1/d$. In the proof `hw` moves $A$ across the inner product, `h1` and `h2` are the two squared norms expanded as complex numbers, and `Complex.le_def` extracts the inequality between real parts. Normalisation is the hypothesis `star ψ ⬝ᵥ ψ = 1`.

```lean
/-- For a unit vector, `|W(q,p)| ≤ 1/d` at every phase-space point. -/
theorem abs_wigner_le (ψ : ZMod d → ℂ) (hψ : star ψ ⬝ᵥ ψ = 1) (q p : ZMod d) :
    |wigner ψ q p| ≤ 1 / d := by
  have hw : ∀ w, star (phasePoint q p *ᵥ ψ) ⬝ᵥ w = star ψ ⬝ᵥ phasePoint q p *ᵥ w := by
    intro w
    rw [star_mulVec, (phasePoint_isHermitian q p).eq, ← dotProduct_mulVec]
  -- `‖(1 ± A)ψ‖² = 2 ± 2⟨A⟩` because `A² = 1`
  have h1 := dotProduct_star_self_nonneg (ψ + phasePoint q p *ᵥ ψ)
  have h2 := dotProduct_star_self_nonneg (ψ - phasePoint q p *ᵥ ψ)
  rw [star_add, add_dotProduct, dotProduct_add, dotProduct_add, hw, hw, mulVec_mulVec,
    phasePoint_mul_self, one_mulVec, hψ] at h1
  rw [star_sub, sub_dotProduct, dotProduct_sub, dotProduct_sub, hw, hw, mulVec_mulVec,
    phasePoint_mul_self, one_mulVec, hψ] at h2
  have h3 := (Complex.le_def.mp h1).1
  have h4 := (Complex.le_def.mp h2).1
  simp only [Complex.add_re, Complex.sub_re, Complex.one_re, Complex.zero_re] at h3 h4
  have hab : |(star ψ ⬝ᵥ phasePoint q p *ᵥ ψ).re| ≤ 1 := abs_le.mpr ⟨by linarith, by linarith⟩
  unfold wigner expect
  rw [abs_div, Nat.abs_cast]
  gcongr
```

## The overlap formula

Let $d$ be odd and $\psi, \varphi$ arbitrary, with $E_\psi(q,p) = \langle\psi|A(q,p)|\psi\rangle$. Multiplying two single sums,
$$E_\psi E_\varphi = \sum_{x,y} \overline{\psi(x)}\,\psi(2q-x)\,\overline{\varphi(y)}\,\varphi(2q-y)\,\chi\big(2p(x+y-2q)\big).$$
The geometric sum $\sum_p \chi(pb)$ equals $d$ for $b = 0$ and $0$ otherwise (`hchar`). Here $b = 2(x+y-2q)$, and multiplying $b = 0$ by $t$ gives $y = 2q - x$, so that $2q - y = x$ and
$$\sum_p E_\psi E_\varphi = d\sum_x \overline{\psi(x)}\,\varphi(x)\;\overline{\varphi(2q-x)}\,\psi(2q-x),$$
which is `hp`. For fixed $x$ the map $q \mapsto 2q - x$ is injective, again by $t$, hence a bijection of the residues, and the sum over $q$ turns the last two factors into $\langle\varphi|\psi\rangle$ (`hq`). The sum over $x$ gives $\langle\psi|\varphi\rangle$, so $\sum_{q,p} E_\psi E_\varphi = d\,|\langle\psi|\varphi\rangle|^2$ by `hE` and `hn`. Dividing by $d^2$,
$$\sum_{q,p} W_\psi(q,p)\,W_\varphi(q,p) = \frac{|\langle\psi|\varphi\rangle|^2}{d}.$$
For the orthogonal pair $|0\rangle$, $\psi_-$ the sum is $\frac13\left(-\frac13 + \frac16 + \frac16\right) = 0$.

```lean
/-- For odd `d`, the phase-space sum of `W_ψ W_φ` equals `|⟨ψ|φ⟩|² / d`. -/
theorem wigner_overlap (hd : Odd d) (ψ φ : ZMod d → ℂ) :
    ∑ q, ∑ p, wigner ψ q p * wigner φ q p = ‖star ψ ⬝ᵥ φ‖ ^ 2 / d := by
  obtain ⟨t, ht⟩ := exists_half hd
  have hchar : ∀ b : ZMod d, ∑ p, chi d (p * b) = if b = 0 then (d : ℂ) else 0 := by
    intro b
    unfold chi
    rw [AddChar.sum_mulShift _ (ZMod.isPrimitive_stdAddChar d)]
    by_cases h : b = 0 <;> simp [h, ZMod.card]
  -- the momentum sum forces `y = 2q - x`
  have hp : ∀ q, ∑ p, expect ψ q p * expect φ q p =
      d * ∑ x, star (ψ x) * φ x * (star (φ (2 * q - x)) * ψ (2 * q - x)) := by
    intro q
    calc ∑ p, expect ψ q p * expect φ q p
        = ∑ p, ∑ x, ∑ y, star (ψ x) * ψ (2 * q - x) * (star (φ y) * φ (2 * q - y))
            * chi d (p * (2 * (x + y - 2 * q))) := by
          refine sum_congr rfl fun p _ => ?_
          rw [expect_eq, expect_eq, Finset.sum_mul_sum]
          refine sum_congr rfl fun x _ => sum_congr rfl fun y _ => ?_
          have e : p * (2 * (x + y - 2 * q))
              = p * (x - (2 * q - x)) + p * (y - (2 * q - y)) := by ring
          rw [e, AddChar.map_add_eq_mul]; ring
      _ = ∑ x, ∑ y, star (ψ x) * ψ (2 * q - x) * (star (φ y) * φ (2 * q - y))
            * ∑ p, chi d (p * (2 * (x + y - 2 * q))) := by
          rw [sum_comm]
          refine sum_congr rfl fun x _ => ?_
          rw [sum_comm]
          simp only [Finset.mul_sum]
      _ = _ := by
          rw [Finset.mul_sum]
          refine sum_congr rfl fun x _ => ?_
          rw [Finset.sum_eq_single (2 * q - x)]
          · have e1 : 2 * (x + (2 * q - x) - 2 * q) = 0 := by ring
            have e2 : 2 * q - (2 * q - x) = x := by ring
            rw [hchar, if_pos e1, e2]; ring
          · intro y _ hy
            have e : ¬ 2 * (x + y - 2 * q) = 0 := fun h =>
              hy (by linear_combination t * h - (x + y - 2 * q) * ht)
            rw [hchar, if_neg e, mul_zero]
          · simp
  -- `q ↦ 2q - x` runs over all positions
  have hq : ∀ x, ∑ q, star (ψ x) * φ x * (star (φ (2 * q - x)) * ψ (2 * q - x))
      = star (ψ x) * φ x * ∑ y, star (φ y) * ψ y := by
    intro x
    have hb : Function.Bijective fun q : ZMod d => 2 * q - x :=
      Finite.injective_iff_bijective.mp fun a b h => by
        have h' : 2 * a - x = 2 * b - x := h
        linear_combination t * h' - (a - b) * ht
    rw [← Finset.mul_sum]
    congr 1
    exact hb.sum_comp fun y => star (φ y) * ψ y
  have hE : ∑ q, ∑ p, expect ψ q p * expect φ q p = d * ((star ψ ⬝ᵥ φ) * (star φ ⬝ᵥ ψ)) := by
    simp only [hp]
    rw [← Finset.mul_sum, sum_comm]
    simp only [hq]
    rw [← Finset.sum_mul]
    rfl
  have hn : (‖star ψ ⬝ᵥ φ‖ : ℂ) ^ 2 = (star ψ ⬝ᵥ φ) * (star φ ⬝ᵥ ψ) := by
    have hs : star φ ⬝ᵥ ψ = star (star ψ ⬝ᵥ φ) := Matrix.star_dotProduct _ _
    rw [hs]
    exact (Complex.mul_conj' _).symm
  have hd0 : (d : ℂ) ≠ 0 := Nat.cast_ne_zero.mpr (NeZero.ne d)
  apply Complex.ofReal_injective
  push_cast
  rw [hn]
  simp only [wigner_ofReal, div_mul_div_comm, ← Finset.sum_div]
  rw [hE]
  field_simp
```

Setting $\varphi = \psi$ with unit norm gives $\sum_{q,p} W^2 = 1/d$.

```lean
/-- For odd `d` and a unit vector, the phase-space sum of `W²` is `1/d`. -/
theorem sum_wigner_sq (hd : Odd d) (ψ : ZMod d → ℂ) (hψ : star ψ ⬝ᵥ ψ = 1) :
    ∑ q, ∑ p, wigner ψ q p ^ 2 = 1 / d := by
  have h := wigner_overlap hd ψ ψ
  rw [hψ, norm_one, one_pow] at h
  simpa only [sq] using h
```

It is tempting to state this for all $d$, since the bound needed no parity. At $d = 2$, however, $2q = 0$ and $x + y = 0$ means $x = y$, so every $A(q,p)$ is the identity, $W = 1/2$ at all four points, and the squares sum to 1 and not $1/2$.

## The size of the support

Let $N$ be the number of points in the support. Points outside it contribute nothing to the square sum (`h1`), and each point inside contributes at most $1/d^2$ (`hb`), so
$$\frac1d = \sum_{z \in \operatorname{supp}} W(z)^2 \le \frac{N}{d^2}, \qquad N \ge d .$$
If $N = d$, then $\sum_{z \in \operatorname{supp}} \left(1/d^2 - W(z)^2\right) = 1/d - 1/d = 0$ is a vanishing sum of nonnegative terms, so every term vanishes and $|W| = 1/d$ on the whole support. The theorem states both parts for odd $d$ and unit $\psi$. It does not state the signs on a minimal support, which are all positive because the values of $W$ sum to 1 (see the last section), and it describes neither the shape of such a support nor the states that attain $N = d$.

```lean
/-- For odd `d` and a unit vector, `W` is nonzero on at least `d` points; if on exactly `d`,
then `|W| = 1/d` at each of them. -/
theorem support_card_ge (hd : Odd d) (ψ : ZMod d → ℂ) (hψ : star ψ ⬝ᵥ ψ = 1) :
    d ≤ (support ψ).card ∧
      ((support ψ).card = d → ∀ z ∈ support ψ, |wigner ψ z.1 z.2| = 1 / d) := by
  have hd0 : (0 : ℝ) < d := Nat.cast_pos.mpr (Nat.pos_of_ne_zero (NeZero.ne d))
  have h1 : ∑ z ∈ support ψ, wigner ψ z.1 z.2 ^ 2 = 1 / d := by
    unfold support
    refine (Finset.sum_filter_of_ne ?_).trans ?_
    · intro z _ h h0
      exact h (by simp [h0])
    · rw [Fintype.sum_prod_type]
      exact sum_wigner_sq hd ψ hψ
  have hb : ∀ z : ZMod d × ZMod d, wigner ψ z.1 z.2 ^ 2 ≤ (1 / d) ^ 2 := by
    intro z
    rw [← sq_abs]
    exact pow_le_pow_left₀ (abs_nonneg _) (abs_wigner_le ψ hψ _ _) 2
  constructor
  · have h2 := Finset.sum_le_card_nsmul (support ψ) _ _ fun z _ => hb z
    rw [h1, nsmul_eq_mul] at h2
    have h3 : (d : ℝ) ≤ (support ψ).card :=
      calc (d : ℝ) = 1 / d * d ^ 2 := by field_simp
        _ ≤ (support ψ).card * (1 / d) ^ 2 * d ^ 2 := mul_le_mul_of_nonneg_right h2 (by positivity)
        _ = (support ψ).card := by field_simp
    exact_mod_cast h3
  · intro hc z hz
    have e : (d : ℝ) * (1 / d) ^ 2 = 1 / d := by field_simp
    have h2 : ∑ z ∈ support ψ, ((1 / d) ^ 2 - wigner ψ z.1 z.2 ^ 2) = 0 := by
      rw [sum_sub_distrib, h1, sum_const, nsmul_eq_mul, hc, e, sub_self]
    have h4 : (1 / d) ^ 2 - wigner ψ z.1 z.2 ^ 2 = 0 :=
      (sum_eq_zero_iff_of_nonneg fun w _ => sub_nonneg.mpr (hb w)).mp h2 z hz
    exact (sq_eq_sq₀ (abs_nonneg _) (by positivity)).mp (by rw [sq_abs]; linarith)
```

## Position basis vectors attain the bound

For $\psi = |k\rangle$ the factor $\overline{\psi(x)}$ leaves $x = k$, and $\psi(2q-k)$ is nonzero only if $2q = 2k$, which for odd $d$ means $q = k$. There the phase is $\chi(0) = 1$. Thus $W = 1/d$ on the line $q = k$ and $0$ elsewhere. The support is `{k} ×ˢ univ`, with $d$ points, and the first conjunct records that $|k\rangle$ is a unit vector, so the lower bound applies to it and is reached. At $d = 1$ the single point has $W = 1$.

```lean
/-- For odd `d`, the basis vector `|k⟩` is a unit vector, its `W` is `1/d` on the line `q = k`
and zero elsewhere, and the support of this `W` has exactly `d` points. -/
theorem basisVec_wigner (hd : Odd d) (k : ZMod d) :
    star (basisVec k) ⬝ᵥ basisVec k = 1 ∧
      (∀ q p, wigner (basisVec k) q p = if q = k then 1 / (d : ℝ) else 0) ∧
      (support (basisVec k)).card = d := by
  obtain ⟨t, ht⟩ := exists_half hd
  have hE : ∀ q p, expect (basisVec k) q p = if q = k then 1 else 0 := by
    intro q p
    rw [expect_eq, Finset.sum_eq_single k]
    · by_cases h : q = k
      · have e : 2 * q - k = k := by rw [h]; ring
        rw [e, if_pos h]
        simp [basisVec]
      · have e : ¬ 2 * q - k = k := fun e => h (by linear_combination t * e - (q - k) * ht)
        have e0 : basisVec k (2 * q - k) = 0 := if_neg e
        rw [e0, if_neg h]
        simp
    · intro y _ hy
      have e0 : basisVec k y = 0 := if_neg hy
      rw [e0, star_zero, zero_mul]
    · simp
  have hW : ∀ q p, wigner (basisVec k) q p = if q = k then 1 / (d : ℝ) else 0 := by
    intro q p
    unfold wigner
    rw [hE]
    by_cases h : q = k <;> simp [h]
  refine ⟨?_, hW, ?_⟩
  · show ∑ x, star (basisVec k x) * basisVec k x = 1
    rw [Finset.sum_eq_single k]
    · simp [basisVec]
    · intro y _ hy
      simp [basisVec, hy]
    · simp
  · have hs : support (basisVec k) = {k} ×ˢ univ := by
      ext z
      rw [Finset.mem_product, Finset.mem_singleton]
      by_cases h : z.1 = k <;> simp [support, hW, h, NeZero.ne d]
    rw [hs, Finset.card_product]
    simp [ZMod.card]

end

end DiscreteWigner
```

```lean
#print axioms DiscreteWigner.sum_wigner_sq
#print axioms DiscreteWigner.support_card_ge
#print axioms DiscreteWigner.basisVec_wigner
```

```
'DiscreteWigner.sum_wigner_sq' depends on axioms: [propext, Classical.choice, Quot.sound]
'DiscreteWigner.support_card_ge' depends on axioms: [propext, Classical.choice, Quot.sound]
'DiscreteWigner.basisVec_wigner' depends on axioms: [propext, Classical.choice, Quot.sound]
```

## Use in calculations

For a pure state of a single system of odd dimension, such as a qutrit or one particle on a ring with an odd number of sites, the result limits how far the Wigner function defined here can be concentrated: never on fewer than $d$ of the $d^2$ points.

The two remarks below are pencil consequences of the theorems and are not themselves statements in the file. Putting $\varphi = |k\rangle$ in the overlap formula and using the line $q = k$ gives the position marginal $\sum_p W_\psi(k,p) = |\psi(k)|^2$, and summing over $k$ gives $\sum_{q,p} W = 1$ for a unit vector; the rows of $W_{\psi_-}$ add up to $0, \frac12, \frac12$.

For evaluation on a grid, the substitution $x = q + u$ gives $W(q,p) = \frac1d\sum_u f_q(u)\,e^{2\pi i (2p)u/d}$ with $f_q(u) = \overline{\psi(q+u)}\,\psi(q-u)$. Each row is then one inverse discrete Fourier transform of $f_q$, with prefactor $1/d$, read at frequency $2p$ modulo $d$. A code that reads it at frequency $p$ only permutes the columns when $d$ is odd, so the bound, the square sum and the size of the support all still come out right. A plane wave $\psi(x) = \chi(mx)/\sqrt d$ with $m \ne 0$, whose $W$ should sit on the column $p = m$, exposes the slip.
